# Error bounds for ensemble free energies and Boltzmann populations of finitely many conformers

## Inexact conformer energies

A flexible molecule in solution is spread over several conformers, and each conformer's free energy comes from a calculation with some error. The ensemble free energy and the populations inherit these errors. If no conformer is wrong by more than $e$, how wrong can they be?

Let $G_i$ be the reference free energies, $G'_i$ the computed ones, and $kT>0$ the thermal energy. Define

$$w_i=\exp(-G_i/kT),\quad Z=\sum_i w_i,\quad F=-kT\ln Z,\quad p_i=\frac{w_i}{Z},$$

with primes for the same quantities built from $G'$. If $|G'_i-G_i|\le e$ for every $i$, then

$$|F'-F|\le e,\qquad \exp(-2e/kT)\,p_i\le p'_i\le \exp(2e/kT)\,p_i .$$

For a fixed, finite conformer list, this turns a uniform bound on the errors of the computed free energies into error bars on populations. The bound must cover every contribution to the free energies, including solvation and thermal terms, and not only the electronic energy. With $e=kT$, the upper limit on the factor is already $\exp(2)\approx 7.4$, though a population that is not small cannot grow that much.

## What the Lean statement assumes

In `conformer_error_bounds`, the conformers form a finite type `ι`, and `[Nonempty ι]` says that there is at least one. The lists `G` and `G'` are functions `ι → ℝ`, and `kT` is a single real number in the same energy units. The definitions `weight`, `partitionFunction`, `ensembleFreeEnergy` and `population` are $w_i$, $Z$, $F$ and $p_i$. Each conformer is counted once, so a degeneracy must be listed explicitly or absorbed into its free energy.

The hypothesis `h` is the uniform error bound. It stands for the accuracy of the method and is assumed, not derived. Both lists share the same conformers and temperature, so a conformer missed by the search is an error of another kind.

## The bound on the ensemble free energy

Raising free energies lowers weights: if $G_i\le G'_i$ for all $i$, then $w'_i\le w_i$, so $Z'\le Z$ and $F\le F'$. A common shift $c$ multiplies $Z$ by $\exp(-c/kT)$, hence

$$F(G+c)=-kT\left(-\frac{c}{kT}+\ln Z\right)=F(G)+c .$$

The error bound says $G'_i\le G_i+e$ and $G_i\le G'_i+e$. Therefore $F'\le F+e$ and $F\le F'+e$, which is the claim. A common error $e$ attains it.

## The bound on populations, through the odds

Write $a=\exp(2e/kT)$. For any $i$ and $j$,

$$\frac{w'_i w_j}{w_i w'_j}=\exp\frac{(G_i-G'_i)+(G'_j-G_j)}{kT}\le a .$$

Multiply by $w_iw'_j$, sum over $j\ne i$, and divide by $ZZ'$. Since $1-p_i=\sum_{j\ne i}w_j/Z$, this gives

$$p'_i(1-p_i)\le a\,p_i(1-p'_i),$$

a bound on the odds $p_i/(1-p_i)$ that also makes sense for a single conformer, where both sides vanish. Rearranged,

$$p'_i\le a\,p_i-(a-1)\,p_ip'_i\le a\,p_i,$$

because $e\ge0$ gives $a\ge1$. Exchanging the lists gives $p_i\le a\,p'_i$, which is the lower bound.

If conformer $i$ is too low by $e$ and all others are too high by $e$, every ratio with $j\ne i$ equals $a$, and the odds inequality becomes an equality.

## The complete file

```lean
import Mathlib

open Finset

namespace ConformerFreeEnergyErrors

noncomputable section

variable {ι : Type*} [Fintype ι]

/-- The Boltzmann weight `exp(-g/kT)` of a conformer of free energy `g`, for `kT > 0`. -/
def weight (kT g : ℝ) : ℝ := Real.exp (-g / kT)

/-- The conformer partition function, the sum of all Boltzmann weights, for `kT > 0`. -/
def partitionFunction (kT : ℝ) (G : ι → ℝ) : ℝ := ∑ i, weight kT (G i)

/-- The ensemble free energy `-kT ln Z` of at least one conformer, for `kT > 0`. -/
def ensembleFreeEnergy (kT : ℝ) (G : ι → ℝ) : ℝ :=
  -kT * Real.log (partitionFunction kT G)

/-- The Boltzmann population of conformer `i`, its share of the partition function,
for `kT > 0`. -/
def population (kT : ℝ) (G : ι → ℝ) (i : ι) : ℝ :=
  weight kT (G i) / partitionFunction kT G

/-- The partition function of at least one conformer is positive. -/
theorem partitionFunction_pos [Nonempty ι] (kT : ℝ) (G : ι → ℝ) :
    0 < partitionFunction kT G :=
  Finset.sum_pos (fun _ _ => Real.exp_pos _) Finset.univ_nonempty

/-- For `kT > 0` and at least one conformer, raising conformer free energies never lowers
the ensemble free energy. -/
theorem ensembleFreeEnergy_mono [Nonempty ι] {kT : ℝ} (hT : 0 < kT) {G G' : ι → ℝ}
    (h : ∀ i, G i ≤ G' i) : ensembleFreeEnergy kT G ≤ ensembleFreeEnergy kT G' := by
  have hZ : partitionFunction kT G' ≤ partitionFunction kT G := by
    refine Finset.sum_le_sum fun i _ => ?_
    have hi := h i
    unfold weight
    gcongr
  have hl := Real.log_le_log (partitionFunction_pos kT G') hZ
  unfold ensembleFreeEnergy
  nlinarith [mul_le_mul_of_nonneg_left hl hT.le]

/-- For `kT > 0` and at least one conformer, an error `c` common to all conformers shifts the
ensemble free energy by exactly `c`. -/
theorem ensembleFreeEnergy_shift [Nonempty ι] {kT : ℝ} (hT : 0 < kT) (G : ι → ℝ) (c : ℝ) :
    ensembleFreeEnergy kT (fun i => G i + c) = ensembleFreeEnergy kT G + c := by
  -- the common shift factors out of the partition function
  have hZ : partitionFunction kT (fun i => G i + c)
      = Real.exp (-c / kT) * partitionFunction kT G := by
    unfold partitionFunction weight
    rw [Finset.mul_sum]
    refine Finset.sum_congr rfl fun i _ => ?_
    rw [← Real.exp_add]
    congr 1
    ring
  have hc : kT * (-c / kT) = -c := by field_simp
  unfold ensembleFreeEnergy
  rw [hZ, Real.log_mul (Real.exp_pos _).ne' (partitionFunction_pos kT G).ne', Real.log_exp]
  linear_combination -hc

/-- The population outside conformer `i` is the share of all other conformers in the
partition function. -/
theorem one_sub_population [DecidableEq ι] (kT : ℝ) (G : ι → ℝ) (i : ι) :
    1 - population kT G i
      = (∑ j ∈ univ.erase i, weight kT (G j)) / partitionFunction kT G := by
  have : Nonempty ι := ⟨i⟩
  have hZ := (partitionFunction_pos kT G).ne'
  have hs : weight kT (G i) + ∑ j ∈ univ.erase i, weight kT (G j) = partitionFunction kT G :=
    Finset.add_sum_erase univ (fun j => weight kT (G j)) (mem_univ i)
  have hp : population kT G i * partitionFunction kT G = weight kT (G i) := by
    unfold population
    field_simp
  rw [eq_div_iff hZ]
  linear_combination -hs - hp

/-- If `kT > 0` and every conformer free energy errs by at most `e`, the odds `p/(1-p)` of a
conformer grow by at most the factor `exp(2e/kT)`, written here without division. -/
theorem odds_le {kT e : ℝ} (hT : 0 < kT) {G G' : ι → ℝ}
    (h : ∀ i, |G' i - G i| ≤ e) (i : ι) :
    population kT G' i * (1 - population kT G i)
      ≤ Real.exp (2 * e / kT) * (population kT G i * (1 - population kT G' i)) := by
  classical
  have : Nonempty ι := ⟨i⟩
  have hZ := partitionFunction_pos kT G
  have hZ' := partitionFunction_pos kT G'
  -- compare conformer i with each competitor j, then sum over j
  have key : weight kT (G' i) * ∑ j ∈ univ.erase i, weight kT (G j)
      ≤ Real.exp (2 * e / kT) *
        (weight kT (G i) * ∑ j ∈ univ.erase i, weight kT (G' j)) := by
    simp only [Finset.mul_sum]
    refine Finset.sum_le_sum fun j _ => ?_
    simp only [weight, ← Real.exp_add]
    apply Real.exp_le_exp.mpr
    have h1 : 0 ≤ (2 * e + (G' i - G i) + (G j - G' j)) / kT :=
      div_nonneg (by linarith [(abs_le.mp (h i)).1, (abs_le.mp (h j)).2]) hT.le
    have h2 : (2 * e + (G' i - G i) + (G j - G' j)) / kT
        = (2 * e / kT + (-G i / kT + -G' j / kT)) - (-G' i / kT + -G j / kT) := by ring
    rw [h2] at h1
    exact sub_nonneg.mp h1
  have hk := mul_le_mul_of_nonneg_right key (inv_pos.mpr (mul_pos hZ' hZ)).le
  rw [one_sub_population kT G i, one_sub_population kT G' i]
  unfold population
  refine le_of_eq_of_le ?_ (hk.trans_eq ?_) <;> ring

/-- The odds bound is attained: if conformer `i` is computed too low by `e` and all others too
high by `e`, the odds of `i` change by exactly the factor `exp(2e/kT)`, again without division. -/
theorem odds_worst_case {kT e : ℝ} {G G' : ι → ℝ} {i : ι}
    (hi : G' i = G i - e) (hj : ∀ j, j ≠ i → G' j = G j + e) :
    population kT G' i * (1 - population kT G i)
      = Real.exp (2 * e / kT) * (population kT G i * (1 - population kT G' i)) := by
  classical
  have key : weight kT (G' i) * ∑ j ∈ univ.erase i, weight kT (G j)
      = Real.exp (2 * e / kT) *
        (weight kT (G i) * ∑ j ∈ univ.erase i, weight kT (G' j)) := by
    simp only [Finset.mul_sum]
    refine Finset.sum_congr rfl fun j hmem => ?_
    rw [hi, hj j (Finset.ne_of_mem_erase hmem)]
    simp only [weight, ← Real.exp_add]
    congr 1
    ring
  rw [one_sub_population kT G i, one_sub_population kT G' i]
  unfold population
  linear_combination (partitionFunction kT G' * partitionFunction kT G)⁻¹ * key

/-- If `kT > 0` and every conformer free energy errs by at most `e`, no population grows by more
than the factor `exp(2e/kT)`. -/
theorem population_le {kT e : ℝ} (hT : 0 < kT) {G G' : ι → ℝ}
    (h : ∀ i, |G' i - G i| ≤ e) (i : ι) :
    population kT G' i ≤ Real.exp (2 * e / kT) * population kT G i := by
  have : Nonempty ι := ⟨i⟩
  have hp : 0 ≤ population kT G i :=
    (div_pos (Real.exp_pos _) (partitionFunction_pos kT G)).le
  have hp' : 0 ≤ population kT G' i :=
    (div_pos (Real.exp_pos _) (partitionFunction_pos kT G')).le
  have he : 0 ≤ e := (abs_nonneg _).trans (h i)
  have ha : 1 ≤ Real.exp (2 * e / kT) :=
    Real.one_le_exp (div_nonneg (by linarith) hT.le)
  nlinarith [odds_le hT h i, mul_nonneg (sub_nonneg.mpr ha) (mul_nonneg hp hp')]

/-- For at least one conformer and `kT > 0`, let every conformer free energy err by at most `e`.
Then the ensemble free energy errs by at most `e`, and every Boltzmann population changes by a
factor between `exp(-2e/kT)` and `exp(2e/kT)`. -/
theorem conformer_error_bounds [Nonempty ι] {kT e : ℝ} (hT : 0 < kT) {G G' : ι → ℝ}
    (h : ∀ i, |G' i - G i| ≤ e) :
    |ensembleFreeEnergy kT G' - ensembleFreeEnergy kT G| ≤ e ∧
    ∀ i, Real.exp (-(2 * e / kT)) * population kT G i ≤ population kT G' i ∧
      population kT G' i ≤ Real.exp (2 * e / kT) * population kT G i := by
  constructor
  · -- each list lies below the other one shifted up by e
    have h1 : ensembleFreeEnergy kT G' ≤ ensembleFreeEnergy kT (fun i => G i + e) :=
      ensembleFreeEnergy_mono hT fun i => by linarith [(abs_le.mp (h i)).2]
    have h2 : ensembleFreeEnergy kT G ≤ ensembleFreeEnergy kT (fun i => G' i + e) :=
      ensembleFreeEnergy_mono hT fun i => by linarith [(abs_le.mp (h i)).1]
    rw [ensembleFreeEnergy_shift hT] at h1 h2
    exact abs_le.mpr ⟨by linarith, by linarith⟩
  · intro i
    refine ⟨?_, population_le hT h i⟩
    -- the lower bound is the upper bound with the two lists exchanged
    have h' : ∀ j, |G j - G' j| ≤ e := fun j => by
      rw [abs_sub_comm]
      exact h j
    calc Real.exp (-(2 * e / kT)) * population kT G i
        ≤ Real.exp (-(2 * e / kT)) * (Real.exp (2 * e / kT) * population kT G' i) :=
          mul_le_mul_of_nonneg_left (population_le hT h' i) (Real.exp_pos _).le
      _ = population kT G' i := by
          rw [← mul_assoc, ← Real.exp_add, neg_add_cancel, Real.exp_zero, one_mul]

end

end ConformerFreeEnergyErrors
```

```lean
#print axioms ConformerFreeEnergyErrors.odds_worst_case
#print axioms ConformerFreeEnergyErrors.conformer_error_bounds
```

```
'ConformerFreeEnergyErrors.odds_worst_case' depends on axioms: [propext, Classical.choice, Quot.sound]
'ConformerFreeEnergyErrors.conformer_error_bounds' depends on axioms: [propext, Classical.choice, Quot.sound]
```

## How the Lean proof is assembled

`partitionFunction_pos` supplies $Z>0$, needed for logarithms and division. In `ensembleFreeEnergy_mono`, `gcongr` compares the weights term by term, `Real.log_le_log` passes to logarithms, and `nlinarith` finishes after multiplication by $kT$. `ensembleFreeEnergy_shift` factors the common exponential out of the sum and splits the logarithm with `Real.log_mul`.

`one_sub_population` separates conformer $i$ from the sum over `univ.erase i`, the other conformers. In `odds_le`, the step `key` is the summed pair inequality; `h1` states that the difference of the exponents is nonnegative. Multiplying by the inverse of $Z'Z$ turns weights into populations. `odds_worst_case` repeats this with equalities.

`population_le` hands `nlinarith` the odds bound and the nonnegative product $(a-1)p_ip'_i$, exactly the two ingredients of the rearrangement above. Finally, `conformer_error_bounds` applies monotonicity and the shift in both directions for $F$. For the lower population bound it uses `population_le` with the lists exchanged, then uses $\exp(-2e/kT)\exp(2e/kT)=1$ in the `calc` block.
